# Independent unitary excitations give a traditional coupled-cluster state when no rotation angle has zero cosine

A quantum computer can prepare a correlated electronic state by applying unitary excitations, one after another, to a reference determinant $\varphi$. Each is generated by an excitation operator minus its adjoint. Traditional coupled cluster exponentiates the excitation operators alone, which is not a unitary operation. When do the two recipes give the same state, up to a scalar factor?

```lean
import Mathlib

open Matrix
open NormedSpace (exp)

namespace UnitaryCoupledCluster

noncomputable section

variable {ι n : Type*} [Fintype n] [DecidableEq n]
```

The excitations are complex $n\times n$ matrices $T_j$, and $\varphi$ is a complex vector, not necessarily normalised. Four conditions are imposed, with `ᴴ` denoting the adjoint $\dagger$ and `*ᵥ` the action of a matrix on a vector.

```lean
/-- Excitations `T j` above a reference `φ`: each squares to zero, distinct ones commute with
each other and with each other's adjoints, and `(T j)ᴴ` undoes `T j` on `φ`. -/
structure IsExcitationFamily (T : ι → Matrix n n ℂ) (φ : n → ℂ) : Prop where
  sq_zero : ∀ j, T j * T j = 0
  comm : ∀ j k, j ≠ k → Commute (T j) (T k)
  comm_adjoint : ∀ j k, j ≠ k → Commute (T j) (T k)ᴴ
  deexcite : ∀ j, (T j)ᴴ *ᵥ (T j *ᵥ φ) = φ
```

`sq_zero` says that no excitation can be made twice, as the Pauli principle requires. `deexcite` says that the adjoint brings the excited reference back to $\varphi$. The two commutation conditions make the excitations independent. They suit excitations on disjoint sets of spin orbitals; two single excitations out of one spin orbital into different ones violate `comm_adjoint`, so a full singles-and-doubles ansatz is excluded. The step from fermionic operators to matrices with these properties is left unformalised.

Write $G_j=T_j-T_j^\dagger$ for the generator.

```lean
/-- The anti-Hermitian generator `T - Tᴴ` of a unitary excitation. -/
def generator (T : Matrix n n ℂ) : Matrix n n ℂ := T - Tᴴ
```

Amplitudes are real, and a circuit is a finite list $l$ of indices.

```lean
/-- The sum of the operators `A j` with real amplitudes `s j`, over the list `l`. -/
def clusterSum (A : ι → Matrix n n ℂ) (s : ι → ℝ) (l : List ι) : Matrix n n ℂ :=
  (l.map fun j => (s j : ℂ) • A j).sum
```

In the ordered product the head of the list stands leftmost, so it acts last.

```lean
/-- The ordered product of the factors `exp (t j (T j - (T j)ᴴ))` over the list `l`. -/
def uccProduct (T : ι → Matrix n n ℂ) (t : ι → ℝ) (l : List ι) : Matrix n n ℂ :=
  (l.map fun j => exp ((t j : ℂ) • generator (T j))).prod
```

## (a) Convergence of the exponential series

**Task.** Show that for every complex matrix $A$
$$\sum_{k\ge 0}\frac{A^k}{k!}=e^A .$$

**Solution.** In a submultiplicative norm with $\|1\|\le 1$, the terms are bounded by $\|A\|^k/k!$, whose sum is finite. The series therefore converges absolutely, and its limit is the exponential. Lean chooses such a norm inside the proof; the statement does not depend on it.

```lean
/-- The exponential series of a complex matrix converges to its exponential. -/
theorem exp_hasSum (A : Matrix n n ℂ) :
    HasSum (fun k : ℕ => ((k.factorial : ℂ)⁻¹) • A ^ k) (exp A) := by
  let _ : NormedRing (Matrix n n ℂ) := Matrix.linftyOpNormedRing
  let _ : NormedAlgebra ℂ (Matrix n n ℂ) := Matrix.linftyOpNormedAlgebra
  exact NormedSpace.exp_series_hasSum_exp' (𝕂 := ℂ) A
```

## (b) The exponential on an eigenvector

**Task.** If $Av=cv$, show that $e^Av=e^cv$.

**Solution.** By induction $A^{k+1}v=A^k(cv)=c^{k+1}v$. Hence
$$e^Av=\sum_k \frac{A^kv}{k!}=\sum_k\frac{c^k}{k!}v=e^cv .$$

The middle step moves an infinite sum through the map $M\mapsto Mv$. In Lean, `HasSum f a` says that the family `f` sums to `a`, and `HasSum.map` carries this through any continuous additive map. The proof therefore packages $M\mapsto Mv$ as `g`, proves continuity as `hg`, and obtains a series for $e^Av$. The scalar series times $v$ has the same terms, and `HasSum.unique` equates the limits.

```lean
/-- On an eigenvector of `A` with eigenvalue `c`, the matrix `exp A` acts as the number `exp c`. -/
theorem exp_mulVec_eigenvector (A : Matrix n n ℂ) (v : n → ℂ) (c : ℂ)
    (h : A *ᵥ v = c • v) : exp A *ᵥ v = Complex.exp c • v := by
  have hp : ∀ k : ℕ, A ^ k *ᵥ v = c ^ k • v := by
    intro k
    induction k with
    | zero => simp
    | succ k ih =>
      rw [pow_succ, ← Matrix.mulVec_mulVec, h, Matrix.mulVec_smul, ih, smul_smul,
        pow_succ, mul_comm]
  -- apply the exponential series to `v` term by term
  let g : Matrix n n ℂ →+ (n → ℂ) :=
    { toFun := fun M => M *ᵥ v
      map_zero' := Matrix.zero_mulVec v
      map_add' := fun M N => Matrix.add_mulVec M N v }
  have hg : Continuous g := by
    change Continuous fun M : Matrix n n ℂ => M *ᵥ v
    exact continuous_id.matrix_mulVec continuous_const
  have hA := (exp_hasSum A).map g hg
  have hc := (NormedSpace.exp_series_hasSum_exp' (𝕂 := ℂ) c).smul_const v
  have hfun : (g ∘ fun k : ℕ => ((k.factorial : ℂ)⁻¹) • A ^ k)
      = fun k : ℕ => (((k.factorial : ℂ)⁻¹) • c ^ k) • v := by
    funext k
    change (((k.factorial : ℂ)⁻¹) • A ^ k) *ᵥ v = _
    rw [Matrix.smul_mulVec, hp, smul_assoc]
  rw [hfun] at hA
  rw [Complex.exp_eq_exp_ℂ]
  exact hA.unique hc
```

## (c) A series that stops

**Task.** If $N^2=0$, show that $e^N=1+N$.

**Solution.** For $k\ge2$, $N^k=N^2N^{k-2}=0$, so only the terms $k=0,1$ remain. The fact `hz` records the vanishing terms.

```lean
/-- The exponential of an operator that squares to zero stops after the linear term. -/
theorem exp_of_sq_zero (N : Matrix n n ℂ) (hN : N * N = 0) : exp N = 1 + N := by
  have hz : ∀ k ∉ Finset.range 2, ((k.factorial : ℂ)⁻¹) • N ^ k = 0 := by
    intro k hk
    have hk2 : 2 ≤ k := not_lt.mp fun hlt => hk (Finset.mem_range.mpr hlt)
    obtain ⟨r, rfl⟩ := Nat.exists_eq_add_of_le hk2
    rw [pow_add, pow_two, hN, zero_mul, smul_zero]
  have h : HasSum (fun k : ℕ => ((k.factorial : ℂ)⁻¹) • N ^ k)
      (∑ k ∈ Finset.range 2, ((k.factorial : ℂ)⁻¹) • N ^ k) :=
    hasSum_sum_of_ne_finset_zero hz
  rw [(exp_hasSum N).unique h]
  simp [Finset.sum_range_succ]
```

## (d) One excitation as a rotation

**Task.** For $T^2=0$, $T^\dagger T\varphi=\varphi$ and real $t$, with $G=T-T^\dagger$, show that
$$e^{tG}\varphi=\cos t\,\varphi+\sin t\,T\varphi .$$

**Solution.** First, $T^\dagger\varphi=T^\dagger T^\dagger T\varphi=(T^2)^\dagger T\varphi=0$. Therefore
$$G\varphi=T\varphi,\qquad GT\varphi=T^2\varphi-T^\dagger T\varphi=-\varphi .$$
It follows that $G(\varphi\mp iT\varphi)=\pm i(\varphi\mp iT\varphi)$, and (b) gives
$$e^{tG}(\varphi\mp iT\varphi)=e^{\pm it}(\varphi\mp iT\varphi).$$
Half the sum of the two equations is
$$e^{tG}\varphi=\frac{e^{it}+e^{-it}}2\varphi-i\,\frac{e^{it}-e^{-it}}2T\varphi ,$$
which is the target. In Lean, `e1` and `e2` are the two eigenvector equations, and the last `linear_combination` averages them component by component.

```lean
/-- If `T` squares to zero and `Tᴴ` undoes `T` on `φ`, the unitary excitation rotates `φ`
towards `T φ` by the angle `t`. -/
theorem unitary_rotation (T : Matrix n n ℂ) (φ : n → ℂ) (hT : T * T = 0)
    (hd : Tᴴ *ᵥ (T *ᵥ φ) = φ) (t : ℝ) :
    exp ((t : ℂ) • generator T) *ᵥ φ
      = (Real.cos t : ℂ) • φ + (Real.sin t : ℂ) • (T *ᵥ φ) := by
  -- the reference cannot be de-excited
  have h0 : Tᴴ *ᵥ φ = 0 := by
    rw [← hd, Matrix.mulVec_mulVec, ← Matrix.conjTranspose_mul, hT,
      Matrix.conjTranspose_zero, Matrix.zero_mulVec]
  have hA : generator T *ᵥ φ = T *ᵥ φ := by
    rw [generator, Matrix.sub_mulVec, h0, sub_zero]
  have hB : generator T *ᵥ (T *ᵥ φ) = -φ := by
    rw [generator, Matrix.sub_mulVec, hd, Matrix.mulVec_mulVec, hT, Matrix.zero_mulVec,
      zero_sub]
  -- the two circular combinations are eigenvectors
  have e1 := exp_mulVec_eigenvector ((t : ℂ) • generator T) (φ - Complex.I • (T *ᵥ φ))
    ((t : ℂ) * Complex.I) (by
      rw [Matrix.smul_mulVec, Matrix.mulVec_sub, Matrix.mulVec_smul, hA, hB]
      ext i
      simp only [Pi.smul_apply, Pi.sub_apply, Pi.neg_apply, smul_eq_mul]
      linear_combination (t : ℂ) * (T *ᵥ φ) i * Complex.I_sq)
  have e2 := exp_mulVec_eigenvector ((t : ℂ) • generator T) (φ + Complex.I • (T *ᵥ φ))
    (-(t : ℂ) * Complex.I) (by
      rw [Matrix.smul_mulVec, Matrix.mulVec_add, Matrix.mulVec_smul, hA, hB]
      ext i
      simp only [Pi.smul_apply, Pi.add_apply, Pi.neg_apply, smul_eq_mul]
      linear_combination (t : ℂ) * (T *ᵥ φ) i * Complex.I_sq)
  rw [Complex.exp_mul_I, Matrix.mulVec_sub, Matrix.mulVec_smul] at e1
  rw [Complex.exp_mul_I, Complex.cos_neg, Complex.sin_neg, Matrix.mulVec_add,
    Matrix.mulVec_smul] at e2
  rw [Complex.ofReal_cos, Complex.ofReal_sin]
  ext i
  have h1 := congrFun e1 i
  have h2 := congrFun e2 i
  simp only [Pi.smul_apply, Pi.add_apply, Pi.sub_apply, smul_eq_mul] at h1 h2 ⊢
  linear_combination (h1 + h2) / 2 - Complex.sin (t : ℂ) * (T *ᵥ φ) i * Complex.I_sq
```

## (e) Commuting with a weighted sum

**Task.** If $X$ commutes with each $A_k$, $k\in l$, show for real $s_k$ that
$$X\sum_{k\in l}s_kA_k=\Big(\sum_{k\in l}s_kA_k\Big)X .$$

**Solution.** Distribute $X$ over the sum and use $Xs_kA_k=s_kA_kX$ in each term.

```lean
/-- An operator that commutes with every `A k` in the list commutes with their weighted sum. -/
theorem commute_clusterSum (X : Matrix n n ℂ) (A : ι → Matrix n n ℂ) (s : ι → ℝ)
    (l : List ι) (hX : ∀ k ∈ l, Commute X (A k)) : Commute X (clusterSum A s l) := by
  refine Commute.list_sum_right _ _ ?_
  intro b hb
  obtain ⟨k, hk, rfl⟩ := List.mem_map.mp hb
  exact (hX k hk).smul_right _
```

## (f) From rotation angles to cluster amplitudes

**Task.** For a list $l$ without repetition and with every $\cos t_j\ne0$, show that
$$\prod_{j\in l}e^{t_jG_j}\,\varphi=\Big(\prod_{j\in l}\cos t_j\Big)\exp\Big(\sum_{j\in l}\tan t_j\,T_j\Big)\varphi .$$

**Solution.** Since $(\tan t_j\,T_j)^2=0$, parts (c) and (d) give for one factor
$$e^{t_jG_j}\varphi=\cos t_j(1+\tan t_j\,T_j)\varphi=\cos t_j\,e^{\tan t_j T_j}\varphi .$$
Now use induction on the list. For the empty list both sides are $\varphi$. Suppose the claim holds for $l$, with cosine product $C$ and cluster sum $S$, and put a new index $j$ in front. Both $T_j$ and $T_j^\dagger$ commute with every $T_k$ in $S$, so $e^{t_jG_j}$ commutes with $e^S$:
$$e^{t_jG_j}Ce^S\varphi=Ce^Se^{t_jG_j}\varphi=C\cos t_j\,e^Se^{\tan t_jT_j}\varphi=C\cos t_j\,e^{S+\tan t_jT_j}\varphi .$$
The exponents add because $S$ commutes with $T_j$. In Lean these steps are `hone` for the single factor, `hU` for the exchange and `hS` for the addition.

```lean
/-- For distinct members of an excitation family above `φ`, with all `cos (t j)` nonzero, the
product of unitary factors applied to `φ` is the traditional coupled-cluster state with amplitudes
`tan (t j)`, times the product of the cosines. -/
theorem uccProduct_eq_cc {T : ι → Matrix n n ℂ} {φ : n → ℂ} (h : IsExcitationFamily T φ)
    (t : ι → ℝ) (l : List ι) (hl : l.Nodup) (hc : ∀ j ∈ l, Real.cos (t j) ≠ 0) :
    uccProduct T t l *ᵥ φ = (((l.map fun j => Real.cos (t j)).prod : ℝ) : ℂ) •
      (exp (clusterSum T (fun j => Real.tan (t j)) l) *ᵥ φ) := by
  induction l with
  | nil => simp [uccProduct, clusterSum]
  | cons j l ih =>
    obtain ⟨hj, hl'⟩ := List.nodup_cons.mp hl
    have ih' := ih hl' (fun k hk => hc k (List.mem_cons_of_mem j hk))
    have hne : ∀ k ∈ l, j ≠ k := fun k hk e => hj (e ▸ hk)
    -- one factor: a rotation is a cosine times a nilpotent exponential
    have hone : exp ((t j : ℂ) • generator (T j)) *ᵥ φ = (Real.cos (t j) : ℂ) •
        (exp ((Real.tan (t j) : ℂ) • T j) *ᵥ φ) := by
      have hs : (Real.sin (t j) : ℂ) = (Real.cos (t j) : ℂ) * (Real.tan (t j) : ℂ) := by
        rw [← Complex.ofReal_mul, mul_comm, Real.tan_mul_cos (hc j List.mem_cons_self)]
      rw [unitary_rotation _ _ (h.sq_zero j) (h.deexcite j), exp_of_sq_zero _ (by
        rw [smul_mul_smul_comm, h.sq_zero j, smul_zero]), Matrix.add_mulVec,
        Matrix.one_mulVec, Matrix.smul_mulVec, smul_add, smul_smul, hs]
    -- the new factor passes through the cluster exponential already built
    have hU : Commute (exp ((t j : ℂ) • generator (T j)))
        (exp (clusterSum T (fun j => Real.tan (t j)) l)) :=
      (commute_clusterSum _ T _ l fun k hk => ((h.comm j k (hne k hk)).sub_left
        (h.comm_adjoint k j (hne k hk).symm).symm).smul_left _).exp
    have hS : Commute (clusterSum T (fun j => Real.tan (t j)) l)
        ((Real.tan (t j) : ℂ) • T j) :=
      (commute_clusterSum _ T _ l fun k hk => (h.comm j k (hne k hk)).smul_left _).symm
    have hcons : uccProduct T t (j :: l)
        = exp ((t j : ℂ) • generator (T j)) * uccProduct T t l := by
      simp [uccProduct]
    rw [hcons, ← Matrix.mulVec_mulVec, ih', Matrix.mulVec_smul, Matrix.mulVec_mulVec, hU.eq,
      ← Matrix.mulVec_mulVec, hone, Matrix.mulVec_smul, Matrix.mulVec_mulVec,
      ← Matrix.exp_add_of_commute _ _ hS, smul_smul]
    simp only [clusterSum, List.map_cons, List.sum_cons, List.prod_cons, Complex.ofReal_mul]
    rw [add_comm, mul_comm]
```

For a finite set of independent excitations whose angles all have nonzero cosine, the angles of a unitary circuit thus translate directly into the amplitudes of a state of traditional coupled-cluster form. These amplitudes need not solve the projected equations from which a traditional coupled-cluster calculation determines its own. If $\varphi$ has norm 1, so does the left side, and the unscaled cluster vector has norm $1/\prod_{j\in l}|\cos t_j|$.

## (g) One exponential or many

**Task.** For a list without repetition, show that
$$\exp\Big(\sum_{j\in l}t_jG_j\Big)=\prod_{j\in l}e^{t_jG_j}.$$

**Solution.** For $j\ne k$, expanding $[G_j,G_k]$ gives four commutators. Three vanish by the commutation conditions, directly or with $j$ and $k$ exchanged, and the fourth is $[T_j^\dagger,T_k^\dagger]=[T_k,T_j]^\dagger=0$. The first generator can therefore be split off the exponential, and induction does the rest. No condition on the cosines is needed. For these independent excitations, splitting the exponential into one factor per excitation causes no Trotter error.

```lean
/-- For distinct members of an excitation family, the exponential of the summed generators equals
the ordered product of the unitary factors. -/
theorem exp_sum_eq_uccProduct {T : ι → Matrix n n ℂ} {φ : n → ℂ}
    (h : IsExcitationFamily T φ) (t : ι → ℝ) (l : List ι) (hl : l.Nodup) :
    exp (clusterSum (fun j => generator (T j)) t l) = uccProduct T t l := by
  induction l with
  | nil => simp [uccProduct, clusterSum]
  | cons j l ih =>
    obtain ⟨hj, hl'⟩ := List.nodup_cons.mp hl
    have hG : Commute ((t j : ℂ) • generator (T j))
        (clusterSum (fun j => generator (T j)) t l) := by
      refine commute_clusterSum _ _ _ l fun k hk => Commute.smul_left ?_ _
      have hjk : j ≠ k := fun e => hj (e ▸ hk)
      have hadj : Commute (T j)ᴴ (T k)ᴴ := by
        rw [commute_iff_eq, ← Matrix.conjTranspose_mul, ← Matrix.conjTranspose_mul,
          (h.comm j k hjk).eq]
      exact ((h.comm j k hjk).sub_right (h.comm_adjoint j k hjk)).sub_left
        ((h.comm_adjoint k j hjk.symm).symm.sub_right hadj)
    have hcons : clusterSum (fun j => generator (T j)) t (j :: l)
        = (t j : ℂ) • generator (T j) + clusterSum (fun j => generator (T j)) t l := by
      simp [clusterSum]
    rw [hcons, Matrix.exp_add_of_commute _ _ hG, ih hl']
    simp [uccProduct]
```

## (h) A rotation with zero cosine

**Task.** For one excitation as in (d), with $\varphi\ne0$ and $\cos t=0$, show for all complex $c,s$ that
$$e^{tG}\varphi\ne c\,e^{sT}\varphi .$$

**Solution.** Suppose they were equal. By (c) and (d),
$$\sin t\,T\varphi=c(\varphi+sT\varphi).$$
Apply $T$, then $T^\dagger$. The left side becomes $0$ and the right side $c\varphi$, so $c=0$. Then $\sin t\,T\varphi=0$, and applying $T^\dagger$ gives $\sin t\,\varphi=0$. Thus $\sin t=0$, which contradicts $\sin^2t+\cos^2t=1$. Physically, the rotation has emptied the reference, whereas a nonzero multiple of $e^{sT}\varphi$ always contains it.

```lean
/-- If `T` squares to zero, `Tᴴ` undoes `T` on a nonzero `φ`, and `cos t = 0`, the unitary state is
not a multiple of any traditional coupled-cluster state `exp (s T) φ`. -/
theorem no_cc_form_of_cos_zero (T : Matrix n n ℂ) (φ : n → ℂ) (hφ : φ ≠ 0)
    (hT : T * T = 0) (hd : Tᴴ *ᵥ (T *ᵥ φ) = φ) (t : ℝ) (ht : Real.cos t = 0) (c s : ℂ) :
    exp ((t : ℂ) • generator T) *ᵥ φ ≠ c • (exp (s • T) *ᵥ φ) := by
  intro h
  have hTT : T *ᵥ (T *ᵥ φ) = 0 := by
    rw [Matrix.mulVec_mulVec, hT, Matrix.zero_mulVec]
  rw [unitary_rotation T φ hT hd, exp_of_sq_zero _ (by
    rw [smul_mul_smul_comm, hT, smul_zero]), ht, Complex.ofReal_zero, zero_smul, zero_add,
    Matrix.add_mulVec, Matrix.one_mulVec, Matrix.smul_mulVec] at h
  -- exciting and de-exciting isolates the reference component
  have h1 := congrArg (fun v => Tᴴ *ᵥ (T *ᵥ v)) h
  simp only [Matrix.mulVec_smul, Matrix.mulVec_add, hTT, hd, smul_zero, Matrix.mulVec_zero,
    add_zero] at h1
  have hc : c = 0 := (smul_eq_zero.mp h1.symm).resolve_right hφ
  rw [hc, zero_smul] at h
  have h2 := congrArg (fun v => Tᴴ *ᵥ v) h
  simp only [Matrix.mulVec_smul, hd, Matrix.mulVec_zero] at h2
  have hs := Complex.ofReal_eq_zero.mp ((smul_eq_zero.mp h2).resolve_right hφ)
  have h3 := Real.sin_sq_add_cos_sq t
  rw [hs, ht] at h3
  norm_num at h3
```

## (i) Two qubits that meet the conditions

**Task.** Let $T_0$ and $T_1$ raise the first and second qubit. Show that for $j\ne k$
$$T_j^2=0,\quad [T_j,T_k]=[T_j,T_k^\dagger]=0,\quad T_j^\dagger T_j|00\rangle=|00\rangle .$$

**Solution.** Put $r=|1\rangle\langle0|$, so that $T_0=r\otimes1$ and $T_1=1\otimes r$. Then $r^2=0$, operators on different qubits commute, and $r^\dagger r=|0\rangle\langle0|$ leaves $|0\rangle$ unchanged. For an electronic reading, let each qubit describe an electron pair with two spatial orbitals of its own: $|0\rangle$ places the pair in the first orbital, $|1\rangle$ in the second. Then $T_j$ moves a pair and conserves the number of electrons.

```lean
/-- The raising operators of the first and second qubit, in the basis 00, 01, 10, 11. -/
def qubitRaise : Fin 2 → Matrix (Fin 4) (Fin 4) ℂ :=
  ![!![0, 0, 0, 0; 0, 0, 0, 0; 1, 0, 0, 0; 0, 1, 0, 0],
    !![0, 0, 0, 0; 1, 0, 0, 0; 0, 0, 0, 0; 0, 0, 1, 0]]
```

Lean checks the same relations entry by entry, with `fin_cases` listing the indices.

```lean
/-- The two qubit-raising operators are an excitation family above the state 00. -/
theorem isExcitationFamily_witness : IsExcitationFamily qubitRaise ![1, 0, 0, 0] where
  sq_zero := by
    intro j
    ext a b
    fin_cases j <;> fin_cases a <;> fin_cases b <;>
      simp [qubitRaise, Matrix.mul_apply, Fin.sum_univ_four]
  comm := by
    intro j k hjk
    rw [commute_iff_eq]
    ext a b
    fin_cases j <;> fin_cases k <;> first
      | exact absurd rfl hjk
      | (fin_cases a <;> fin_cases b <;>
          simp [qubitRaise, Matrix.mul_apply, Fin.sum_univ_four])
  comm_adjoint := by
    intro j k hjk
    rw [commute_iff_eq]
    ext a b
    fin_cases j <;> fin_cases k <;> first
      | exact absurd rfl hjk
      | (fin_cases a <;> fin_cases b <;>
          simp [qubitRaise, Matrix.mul_apply, Matrix.conjTranspose_apply, Fin.sum_univ_four])
  deexcite := by
    intro j
    ext a
    fin_cases j <;> fin_cases a <;>
      simp [qubitRaise, Matrix.mulVec, dotProduct, Matrix.conjTranspose_apply,
        Fin.sum_univ_four]

end

end UnitaryCoupledCluster
```

In a state-vector calculation with $t_0=\pi/6$ and $t_1=\pi/4$, the circuit returns
$$\tfrac{\sqrt6}4|00\rangle+\tfrac{\sqrt6}4|01\rangle+\tfrac{\sqrt2}4|10\rangle+\tfrac{\sqrt2}4|11\rangle .$$
Dividing by the coefficient of $|00\rangle$ gives the cluster amplitudes $\tan t_0=1/\sqrt3$ on $|10\rangle$ and $\tan t_1=1$ on $|01\rangle$. The coefficient of $|11\rangle$ becomes their product, $1/\sqrt3$.

```lean
#print axioms UnitaryCoupledCluster.unitary_rotation
-- 'UnitaryCoupledCluster.unitary_rotation' depends on axioms: [propext, Classical.choice, Quot.sound]
#print axioms UnitaryCoupledCluster.uccProduct_eq_cc
-- 'UnitaryCoupledCluster.uccProduct_eq_cc' depends on axioms: [propext, Classical.choice, Quot.sound]
#print axioms UnitaryCoupledCluster.exp_sum_eq_uccProduct
-- 'UnitaryCoupledCluster.exp_sum_eq_uccProduct' depends on axioms: [propext, Classical.choice, Quot.sound]
#print axioms UnitaryCoupledCluster.no_cc_form_of_cos_zero
-- 'UnitaryCoupledCluster.no_cc_form_of_cos_zero' depends on axioms: [propext, Classical.choice, Quot.sound]
```
